# Subtracting 1/w² from the fermionic Matsubara sum of 1/(w²+a²) cuts its tail from order 1/N to order 1/N³ or smaller

Set ħ = k_B = 1 and let β > 0 be the inverse temperature. The fermionic Matsubara frequencies are

w_n = (2n+1)π/β, n = 0, 1, 2, …

The summand is 1/(w_n²+a²) with a real. For a non-interacting level, a is its energy measured from the chemical potential, and the summand is the product G(iw_n)G(−iw_n) with G(iw) = 1/(iw−a).

```lean
import Mathlib

open Real Filter Topology

namespace MatsubaraTail

noncomputable section
```

In the code `matsubara β n` is w_n. The index is a natural number, so only positive frequencies are summed; a sum over both signs is twice as large.

```lean
/-- The fermionic Matsubara frequency `(2n+1)π/β`, for nonzero inverse temperature `β`. -/
def matsubara (β : ℝ) (n : ℕ) : ℝ := (2 * (n : ℝ) + 1) * π / β
```

For w ≠ 0 and K = 0, 1, 2, …, write R_K(w) for the summand after K high-frequency moments have been removed:

R_K(w) = 1/(w²+a²) − Σ_{k=0}^{K−1} (−1)^k a^(2k)/w^(2k+2)

This is `subtracted w a K`. The zeroth power is 1 even at a = 0, and R_0 is the original summand.

```lean
/-- The summand `1/(w²+a²)` minus the first `K` terms of its expansion in powers of `1/w²`,
for nonzero frequency `w`. -/
def subtracted (w a : ℝ) (K : ℕ) : ℝ :=
  1 / (w ^ 2 + a ^ 2) - ∑ k ∈ Finset.range K, (-1) ^ k * a ^ (2 * k) / w ^ (2 * k + 2)
```

The tail from a cutoff N is the infinite sum over j = 0, 1, 2, … of the term with index N+j, written `∑' j : ℕ`. Lean gives a divergent sum the value 0, so a bound on a tail means something only together with convergence, which is proved in (e).

## (a) Frequencies as half-integers

With b = β/(2π), show that

w_n = (n + 1/2)/b

Take a factor 2 out of 2n+1: w_n = 2π(n+1/2)/β. The code rearranges the fractions in the same way.

```lean
/-- The Matsubara frequency is a half-integer measured in units of `2π/β`. -/
theorem matsubara_eq (β : ℝ) (n : ℕ) :
    matsubara β n = ((n : ℝ) + 1 / 2) / (β / (2 * π)) := by
  rw [matsubara, div_div_eq_mul_div]
  ring
```

## (b) The exact remainder

Show that for w ≠ 0

R_K(w) = (−1)^K a^(2K) / (w^(2K)(w²+a²))

Use induction on K. For K = 0 both sides are 1/(w²+a²). Removing the next moment from the formula for K gives

(−1)^K a^(2K)/w^(2K) · [1/(w²+a²) − 1/w²]

The bracket equals −a²/(w²(w²+a²)), which produces the formula for K+1. In the code, `Finset.sum_range_succ` splits off that moment, and `ring` finishes after the denominators are cleared.

```lean
/-- At nonzero frequency, the remainder after subtracting `K` moments is a single
closed expression. -/
theorem subtracted_eq {w : ℝ} (hw : w ≠ 0) (a : ℝ) (K : ℕ) :
    subtracted w a K = (-1) ^ K * a ^ (2 * K) / (w ^ (2 * K) * (w ^ 2 + a ^ 2)) := by
  unfold subtracted
  have hD : w ^ 2 + a ^ 2 ≠ 0 := by positivity
  have hw2 : w ^ 2 ≠ 0 := pow_ne_zero _ hw
  induction K with
  | zero => simp
  | succ K ih =>
    have hP : w ^ (2 * K) ≠ 0 := pow_ne_zero _ hw
    rw [Finset.sum_range_succ, ← sub_sub, ih,
      div_sub_div _ _ (mul_ne_zero hP hD) (pow_ne_zero _ hw),
      div_eq_div_iff (mul_ne_zero (mul_ne_zero hP hD) (pow_ne_zero _ hw))
        (mul_ne_zero (pow_ne_zero _ hw) hD)]
    ring
```

## (c) Bounding the remainder by the first omitted moment

Show that for w > 0

|R_K(w)| ≤ a^(2K)/w^(2K+2)

Take absolute values in (b) and use w²+a² ≥ w² in the denominator. Since the remainder is exact, the bound also holds for |a| ≥ w, where the infinite moment series does not converge. The call to `div_le_div_of_nonneg_left` is the comparison of denominators.

```lean
/-- At positive frequency, the remainder after `K` subtractions is no larger in absolute value than
the first omitted moment term. -/
theorem abs_subtracted_le {w : ℝ} (hw : 0 < w) (a : ℝ) (K : ℕ) :
    |subtracted w a K| ≤ a ^ (2 * K) / w ^ (2 * K + 2) := by
  have hA : 0 ≤ a ^ (2 * K) := (even_two_mul K).pow_nonneg a
  have hD : 0 < w ^ (2 * K) * (w ^ 2 + a ^ 2) := by positivity
  rw [subtracted_eq hw.ne', abs_div, abs_mul, abs_pow (-1 : ℝ) K, abs_neg, abs_one,
    one_pow, one_mul, abs_of_nonneg hA, abs_of_pos hD]
  apply div_le_div_of_nonneg_left hA (by positivity)
  rw [pow_add]
  exact mul_le_mul_of_nonneg_left (by nlinarith [sq_nonneg a]) (by positivity)
```

## (d) A midpoint inequality that telescopes

Show that for x > 0

(2K+1)/(x+1/2)^(2K+2) ≤ 1/x^(2K+1) − 1/(x+1)^(2K+1)

Put u = 1/x and v = 1/(x+1), so that u−v = uv = 1/(x(x+1)). Because (x+1/2)² = x(x+1) + 1/4, the left side is at most

(2K+1)(uv)^(K+1) = (2K+1)(u−v)(uv)^K

It remains to show that this is at most u^(2K+1) − v^(2K+1), again by induction. For K = 0 the two are equal. The step uses the identity

u^(2K+3) − v^(2K+3) = uv(u^(2K+1) − v^(2K+1)) + (u−v)[(u^(K+1) − v^(K+1))² + 2(uv)^(K+1)]

By the induction hypothesis the first term is at least (2K+1)(u−v)(uv)^(K+1). The square is nonnegative, and the last part adds 2(u−v)(uv)^(K+1), which gives the factor 2K+3. In the code this induction is `odd`, with the square in `h1` and the induction hypothesis in `h2`; `hmid` compares the midpoint with x(x+1).

Nonzero denominators alone would not be enough: at x = −1/4 and K = 0 the left side is 16 and the right side is −16/3.

```lean
/-- For `x > 0`, an even inverse power at the midpoint of `[x, x+1]` is bounded by a
difference of odd inverse powers at the endpoints. -/
theorem midpoint_le {x : ℝ} (hx : 0 < x) (K : ℕ) :
    (2 * (K : ℝ) + 1) / (x + 1 / 2) ^ (2 * K + 2)
      ≤ 1 / x ^ (2 * K + 1) - 1 / (x + 1) ^ (2 * K + 1) := by
  have hx1 : 0 < x + 1 := by linarith
  have huv : x⁻¹ - (x + 1)⁻¹ = (x * (x + 1))⁻¹ := by
    rw [inv_sub_inv hx.ne' hx1.ne', add_sub_cancel_left, one_div]
  -- a difference of odd powers dominates its geometric-mean estimate
  have odd : ∀ u v : ℝ, 0 ≤ u * v → 0 ≤ u - v → ∀ K : ℕ,
      (2 * (K : ℝ) + 1) * (u - v) * (u * v) ^ K ≤ u ^ (2 * K + 1) - v ^ (2 * K + 1) := by
    intro u v h0 h K
    induction K with
    | zero => simp
    | succ K ih =>
      have h1 : 0 ≤ (u - v) * (u ^ (K + 1) - v ^ (K + 1)) ^ 2 := mul_nonneg h (sq_nonneg _)
      have h2 := mul_le_mul_of_nonneg_left ih h0
      push_cast
      linear_combination h1 + h2
  have hmid : ((x + 1 / 2) ^ 2)⁻¹ ≤ (x * (x + 1))⁻¹ :=
    inv_anti₀ (by positivity) (by nlinarith)
  calc (2 * (K : ℝ) + 1) / (x + 1 / 2) ^ (2 * K + 2)
      = (2 * (K : ℝ) + 1) * (((x + 1 / 2) ^ 2)⁻¹) ^ (K + 1) := by
        rw [inv_pow, ← pow_mul, div_eq_mul_inv, show 2 * (K + 1) = 2 * K + 2 by ring]
    _ ≤ (2 * (K : ℝ) + 1) * ((x * (x + 1))⁻¹) ^ (K + 1) :=
        mul_le_mul_of_nonneg_left (pow_le_pow_left₀ (by positivity) hmid _) (by positivity)
    _ = (2 * (K : ℝ) + 1) * (x⁻¹ - (x + 1)⁻¹) * (x⁻¹ * (x + 1)⁻¹) ^ K := by
        rw [huv, ← mul_inv, pow_succ]
        ring
    _ ≤ (x⁻¹) ^ (2 * K + 1) - ((x + 1)⁻¹) ^ (2 * K + 1) :=
        odd _ _ (by positivity) (by rw [huv]; positivity) K
    _ = _ := by simp only [one_div, inv_pow]
```

## (e) The tail after K subtractions

For N ≥ 1, show that the subtracted tail converges absolutely and that

Σ_{j≥0} |R_K(w_{N+j})| ≤ a^(2K) b^(2K+2) / ((2K+1) N^(2K+1))

Let x = N+j and C = a^(2K) b^(2K+2)/(2K+1). Parts (a), (c) and (d) give

|R_K(w_{N+j})| ≤ C(2K+1)/(x+1/2)^(2K+2) ≤ C/x^(2K+1) − C/(x+1)^(2K+1)

Summing over j telescopes, so every partial sum is at most C/N^(2K+1). The terms are nonnegative, hence the series converges and its sum obeys the same bound. The code calls the telescoping function `g`, proves the termwise estimate in `step` and bounds the partial sums in `hsum`. Its conclusion joins `Summable` and the inequality by `∧`.

```lean
/-- For `β > 0` and cutoff `N ≥ 1`, the tail left after subtracting `K` moments converges
absolutely and is at most of order `1/N^(2K+1)`, with an explicit constant. -/
theorem subtracted_tail_le {β : ℝ} (hβ : 0 < β) (a : ℝ) (K : ℕ) {N : ℕ} (hN : 1 ≤ N) :
    Summable (fun j : ℕ => |subtracted (matsubara β (N + j)) a K|) ∧
    ∑' j : ℕ, |subtracted (matsubara β (N + j)) a K|
      ≤ a ^ (2 * K) * (β / (2 * π)) ^ (2 * K + 2)
        / ((2 * (K : ℝ) + 1) * (N : ℝ) ^ (2 * K + 1)) := by
  have hA : 0 ≤ a ^ (2 * K) := (even_two_mul K).pow_nonneg a
  have hq : 2 * (K : ℝ) + 1 ≠ 0 := by positivity
  obtain ⟨C, hC⟩ : ∃ C, C = a ^ (2 * K) * (β / (2 * π)) ^ (2 * K + 2) / (2 * (K : ℝ) + 1) :=
    ⟨_, rfl⟩
  have hC0 : 0 ≤ C := by
    rw [hC]
    exact div_nonneg (mul_nonneg hA (by positivity)) (by positivity)
  let g : ℕ → ℝ := fun j => C * (1 / ((N + j : ℕ) : ℝ) ^ (2 * K + 1))
  have hg : ∀ j, 0 ≤ g j := fun j => mul_nonneg hC0 (by positivity)
  have step : ∀ j, |subtracted (matsubara β (N + j)) a K| ≤ g j - g (j + 1) := by
    intro j
    have hx : (0 : ℝ) < ((N + j : ℕ) : ℝ) := by exact_mod_cast (by omega : 0 < N + j)
    have hc : ((N + (j + 1) : ℕ) : ℝ) = ((N + j : ℕ) : ℝ) + 1 := by push_cast; ring
    have hw : 0 < matsubara β (N + j) := by unfold matsubara; positivity
    calc |subtracted (matsubara β (N + j)) a K|
        ≤ a ^ (2 * K) / matsubara β (N + j) ^ (2 * K + 2) := abs_subtracted_le hw a K
      _ = C * ((2 * (K : ℝ) + 1) / (((N + j : ℕ) : ℝ) + 1 / 2) ^ (2 * K + 2)) := by
          rw [hC, matsubara_eq]
          generalize β / (2 * π) = b
          rw [div_pow, div_div_eq_mul_div, div_mul_div_comm, mul_comm (2 * (K : ℝ) + 1),
            mul_div_mul_right _ _ hq]
      _ ≤ C * (1 / ((N + j : ℕ) : ℝ) ^ (2 * K + 1)
            - 1 / (((N + j : ℕ) : ℝ) + 1) ^ (2 * K + 1)) :=
          mul_le_mul_of_nonneg_left (midpoint_le hx K) hC0
      _ = C * (1 / ((N + j : ℕ) : ℝ) ^ (2 * K + 1))
            - C * (1 / ((N + (j + 1) : ℕ) : ℝ) ^ (2 * K + 1)) := by rw [hc, mul_sub]
  -- the partial sums telescope
  have hsum : ∀ n, ∑ j ∈ Finset.range n, |subtracted (matsubara β (N + j)) a K| ≤ g 0 := by
    intro n
    have h1 := Finset.sum_le_sum (fun j (_ : j ∈ Finset.range n) => step j)
    rw [Finset.sum_range_sub'] at h1
    linarith [hg n]
  refine ⟨summable_of_sum_range_le (fun _ => abs_nonneg _) hsum,
    (Real.tsum_le_of_sum_range_le (fun _ => abs_nonneg _) hsum).trans_eq ?_⟩
  show C * (1 / (N : ℝ) ^ (2 * K + 1)) = _
  rw [hC, div_mul_div_comm, mul_one]
```

## (f) The unsubtracted tail from above

For N ≥ 1, show that the original series converges and that

Σ_{j≥0} 1/(w_{N+j}²+a²) ≤ β²/(4π²N)

Set K = 0 in (e). The summand is nonnegative, so its absolute value can be omitted (`hR`), and b² = β²/(4π²).

```lean
/-- For `β > 0` and `N ≥ 1`, the unsubtracted tail converges and is at most `β²/(4π²N)`. -/
theorem raw_tail_le {β : ℝ} (hβ : 0 < β) (a : ℝ) {N : ℕ} (hN : 1 ≤ N) :
    Summable (fun j : ℕ => 1 / (matsubara β (N + j) ^ 2 + a ^ 2)) ∧
    ∑' j : ℕ, 1 / (matsubara β (N + j) ^ 2 + a ^ 2) ≤ β ^ 2 / (4 * π ^ 2 * N) := by
  have hR : ∀ w : ℝ, |subtracted w a 0| = 1 / (w ^ 2 + a ^ 2) := by
    intro w
    rw [subtracted, Finset.sum_range_zero, sub_zero]
    exact abs_of_nonneg (by positivity)
  have h := subtracted_tail_le hβ a 0 hN
  simp only [hR] at h
  exact ⟨h.1, h.2.trans_eq (by push_cast; ring)⟩
```

## (g) The tail after one subtraction

For N ≥ 1, show that

Σ_{j≥0} |1/(w_{N+j}²+a²) − 1/w_{N+j}²| ≤ a²β⁴/(48π⁴N³)

Set K = 1 in (e): the bound is a²b⁴/(3N³), and b⁴ = β⁴/(16π⁴). Convergence is the first half of (e) at K = 1.

```lean
/-- For `β > 0` and `N ≥ 1`, subtracting `1/w²` from each term leaves a tail whose absolute
values sum to at most `a²β⁴/(48π⁴N³)`. -/
theorem one_moment_tail_le {β : ℝ} (hβ : 0 < β) (a : ℝ) {N : ℕ} (hN : 1 ≤ N) :
    ∑' j : ℕ, |1 / (matsubara β (N + j) ^ 2 + a ^ 2) - 1 / matsubara β (N + j) ^ 2|
      ≤ a ^ 2 * β ^ 4 / (48 * π ^ 4 * (N : ℝ) ^ 3) := by
  have hR : ∀ w : ℝ, subtracted w a 1 = 1 / (w ^ 2 + a ^ 2) - 1 / w ^ 2 := by
    intro w
    simp [subtracted]
  have h := (subtracted_tail_le hβ a 1 hN).2
  simp only [hR] at h
  exact h.trans_eq (by push_cast; ring)
```

## (h) The unsubtracted tail from below

Two upper bounds do not establish a gain, since the original tail might be far smaller than its bound. For N ≥ 1, show that

b²/(N + 1/2 + (ab)²) ≤ Σ_{j≥0} 1/(w_{N+j}²+a²)

Put s = ab, c = 1/2 + s² and x = N+j. The term is b²/((x+1/2)²+s²), to be compared with

b²/(x+c) − b²/(x+c+1) = b²/((x+c)(x+c+1))

The difference is the smaller of the two, because

(x+c)(x+c+1) − (x+1/2)² − s² = x + 1/2 + s² + 2xs² + s⁴ ≥ 0

Summing the first n differences gives b²/(N+c) − b²/(N+n+c), which is at most the full tail. Let n go to infinity. In the code `step` is the termwise comparison, with `nlinarith` proving the polynomial inequality; `key` is the finite sum, and `hlim` sends the end term to zero.

```lean
/-- For `β > 0` and `N ≥ 1`, the unsubtracted tail is bounded below by an explicit
quantity of order `1/N`. -/
theorem le_raw_tail {β : ℝ} (hβ : 0 < β) (a : ℝ) {N : ℕ} (hN : 1 ≤ N) :
    (β / (2 * π)) ^ 2 / ((N : ℝ) + (1 / 2 + (a * (β / (2 * π))) ^ 2))
      ≤ ∑' j : ℕ, 1 / (matsubara β (N + j) ^ 2 + a ^ 2) := by
  have hs := (raw_tail_le hβ a hN).1
  have hb : 0 < β / (2 * π) := by positivity
  simp only [matsubara_eq] at hs ⊢
  generalize β / (2 * π) = b at hb hs ⊢
  have hb2 : b ^ 2 ≠ 0 := by positivity
  let g : ℕ → ℝ := fun j => b ^ 2 / ((j : ℝ) + ((N : ℝ) + (1 / 2 + (a * b) ^ 2)))
  have step : ∀ j : ℕ, g j - g (j + 1)
      ≤ 1 / (((((N + j : ℕ) : ℝ) + 1 / 2) / b) ^ 2 + a ^ 2) := by
    intro j
    have hx : (0 : ℝ) ≤ ((N + j : ℕ) : ℝ) := Nat.cast_nonneg _
    have e1 : g j = b ^ 2 / (((N + j : ℕ) : ℝ) + (1 / 2 + (a * b) ^ 2)) := by
      simp only [g]; congr 1; push_cast; ring
    have e2 : g (j + 1) = b ^ 2 / (((N + j : ℕ) : ℝ) + 1 + (1 / 2 + (a * b) ^ 2)) := by
      simp only [g]; congr 1; push_cast; ring
    rw [e1, e2]
    generalize ((N + j : ℕ) : ℝ) = x at hx ⊢
    have e3 : ((x + 1 / 2) / b) ^ 2 + a ^ 2 = ((x + 1 / 2) ^ 2 + (a * b) ^ 2) / b ^ 2 := by
      rw [eq_div_iff hb2, add_mul, div_pow, div_mul_cancel₀ _ hb2, mul_pow]
    rw [e3, one_div_div]
    generalize a * b = s
    rw [div_sub_div _ _ (by positivity) (by positivity),
      show b ^ 2 * (x + 1 + (1 / 2 + s ^ 2)) - (x + (1 / 2 + s ^ 2)) * b ^ 2 = b ^ 2 by ring]
    apply div_le_div_of_nonneg_left (by positivity) (by positivity)
    nlinarith [mul_nonneg hx (sq_nonneg s), sq_nonneg (s ^ 2), sq_nonneg s]
  have hlim : Tendsto g atTop (𝓝 0) :=
    tendsto_const_nhds.div_atTop
      (tendsto_atTop_add_const_right _ _ tendsto_natCast_atTop_atTop)
  -- let the upper end of the telescoping sum go to infinity
  have key : ∀ n, g 0 - g n ≤
      ∑' j : ℕ, 1 / (((((N + j : ℕ) : ℝ) + 1 / 2) / b) ^ 2 + a ^ 2) := by
    intro n
    rw [← Finset.sum_range_sub' g n]
    exact (Finset.sum_le_sum (fun j _ => step j)).trans
      (hs.sum_le_tsum _ (fun j _ => by positivity))
  have h := le_of_tendsto' (hlim.const_sub (g 0)) key
  have h0 : g 0 - 0 = b ^ 2 / ((N : ℝ) + (1 / 2 + (a * b) ^ 2)) := by simp [g]
  rwa [h0] at h
```

## (i) The gain as a ratio

For N ≥ 1, show that

Σ_{j≥0} |1/(w_{N+j}²+a²) − 1/w_{N+j}²| ≤ F · Σ_{j≥0} 1/(w_{N+j}²+a²)

F = a²β²(N + 1/2 + (ab)²)/(12π²N³)

Factor the bound from (g) as

a²b⁴/(3N³) = [a²b²(N+c)/(3N³)] · [b²/(N+c)]

The first bracket is F, and by (h) the second is at most the original tail. The code's `key` is this factorisation. At fixed a and β, F is of order 1/N²; when |a|β is large it can exceed 1 at small N, and the inequality then shows no gain.

The full sum over n ≥ 0 of this non-interacting summand is known in closed form, β tanh(βa/2)/(4a) for a ≠ 0, so it serves here as a test case for the subtraction. To apply the method, one adds up 1/(w_n²+a²) − 1/w_n² for n < N and then adds the classical value β²/8 of the full sum of 1/w_n² over n ≥ 0. The truncation error is then the subtracted tail. For β = 10, a = 1 and N = 100, (f) and (h) place the error of plain truncation between 0.0245 and 0.0254, while (g) bounds the error after subtraction by 2.2 × 10⁻⁶. An interacting Green's function in general has moments that are not powers of a single energy, and would then need its own remainder estimate in place of (b).

```lean
/-- For `β > 0` and `N ≥ 1`, the absolute values of the tail terms left after subtracting one moment
sum to at most an explicit factor times the unsubtracted tail. At fixed `a` and `β` the factor is at
most of order `1/N²`; it can exceed 1 at small `N`. -/
theorem moment_subtraction_gain {β : ℝ} (hβ : 0 < β) (a : ℝ) {N : ℕ} (hN : 1 ≤ N) :
    ∑' j : ℕ, |1 / (matsubara β (N + j) ^ 2 + a ^ 2) - 1 / matsubara β (N + j) ^ 2|
      ≤ a ^ 2 * β ^ 2 * ((N : ℝ) + (1 / 2 + (a * (β / (2 * π))) ^ 2))
          / (12 * π ^ 2 * (N : ℝ) ^ 3)
        * ∑' j : ℕ, 1 / (matsubara β (N + j) ^ 2 + a ^ 2) := by
  have hN' : (0 : ℝ) < N := by exact_mod_cast hN
  have key : ∀ c : ℝ, 0 < c → a ^ 2 * β ^ 4 / (48 * π ^ 4 * (N : ℝ) ^ 3)
      = a ^ 2 * β ^ 2 * c / (12 * π ^ 2 * (N : ℝ) ^ 3) * ((β / (2 * π)) ^ 2 / c) := by
    intro c hc
    rw [div_pow, div_div, div_mul_div_comm, div_eq_div_iff (by positivity) (by positivity)]
    ring
  refine (one_moment_tail_le hβ a hN).trans ?_
  rw [key ((N : ℝ) + (1 / 2 + (a * (β / (2 * π))) ^ 2)) (by positivity)]
  exact mul_le_mul_of_nonneg_left (le_raw_tail hβ a hN) (by positivity)

end

end MatsubaraTail
```

```lean
#print axioms MatsubaraTail.moment_subtraction_gain
```

```
'MatsubaraTail.moment_subtraction_gain' depends on axioms: [propext, Classical.choice, Quot.sound]
```
